# The DFT+U term as a two-parameter shell energy minus its double counting

Take a shell with a single spin-orbital of occupation \(f\), and let \(U+J\) be the interaction matrix element of this orbital with itself. The Hartree-Fock energy has a direct part and an exchange part, and with one orbital they are equal:

\[
E=\tfrac12(U+J)(f\cdot f-f\cdot f)=0 .
\]

An electron does not interact with itself. A double-counting energy that depends only on the electron number, \((U-J)f(f-1)/2\), vanishes at \(f=0\) and \(f=1\) but, for \(U\neq J\), is non-zero in between. Subtracting it leaves

\[
E-\tfrac12(U-J)f(f-1)=\tfrac12(U-J)f(1-f),
\]

which for \(U>J\) is a penalty on fractional occupation. For a larger shell \(f\) becomes a density matrix. With the idealised interaction defined below, the same subtraction gives the simplified DFT+U term, which depends on \(U\) and \(J\) only through \(U-J\).

## The shell and its interaction

The finite type `ι` labels the \(M\) spin-orbitals of the shell, so both spins are included in the index. The density matrix \(n\) is any complex matrix over `ι`; neither Hermiticity nor occupations between 0 and 1 are assumed. Energies are therefore complex numbers in the code, and they are real when \(n\) is Hermitian.

```lean
import Mathlib

open Matrix

namespace HubbardFromScaledExchange

noncomputable section

variable {ι : Type*} [Fintype ι] [DecidableEq ι]
```

With \(\delta\) the Kronecker delta, the interaction is

\[
v_{ijkl}=U\,\delta_{ik}\delta_{jl}+J\,\delta_{il}\delta_{jk}.
\]

The real parameter \(U\) is the direct repulsion of two electrons in different spin-orbitals of the shell, and \(J\) multiplies the exchange of their two spin-orbitals. This is an idealisation: there is no orbital anisotropy, and \(J\) does not distinguish parallel from antiparallel spins, as Hund's exchange would.

```lean
/-- The two-parameter shell interaction `v_ijkl = U δ_ik δ_jl + J δ_il δ_jk`. -/
def interaction (U J : ℝ) (i j k l : ι) : ℂ :=
  (U : ℂ) * (if i = k then 1 else 0) * (if j = l then 1 else 0)
    + (J : ℂ) * (if j = k then 1 else 0) * (if i = l then 1 else 0)
```

With the convention \(n_{ki}=\langle c_i^\dagger c_k\rangle\), where \(c_i^\dagger\) and \(c_k\) create and remove an electron, the mean-field energy is

\[
E[n]=\tfrac12\sum_{ijkl}v_{ijkl}\,(n_{ki}n_{lj}-n_{li}n_{kj}).
\]

The definition keeps the fourfold sum as it stands.

```lean
/-- The Hartree-Fock interaction energy of a shell with density matrix `n`:
half the sum of `v_ijkl (n_ki n_lj - n_li n_kj)`. -/
def shellEnergy (U J : ℝ) (n : Matrix ι ι ℂ) : ℂ :=
  1 / 2 * ∑ i, ∑ j, ∑ k, ∑ l,
    interaction U J i j k l * (n k i * n l j - n l i * n k j)
```

The double counting stands for the part of this energy that a density functional is taken to contain already. In the fully localised form used here it is the energy of \(N=\operatorname{tr}n\) electrons with \(N(N-1)/2\) pairs, each worth \(U-J\):

\[
E_{\mathrm{dc}}=\tfrac12(U-J)N(N-1).
\]

The number \(N\) counts both spins together. The common variant that applies \(J\) to each spin separately is a different expression.

```lean
/-- The fully localised double-counting energy `(U - J) N (N - 1) / 2` with `N = tr n`. -/
def doubleCounting (U J : ℝ) (n : Matrix ι ι ℂ) : ℂ :=
  ((U : ℂ) - J) * trace n * (trace n - 1) / 2
```

The correction is \(\Delta[n]=a\,(E[n]-E_{\mathrm{dc}})\). The real number \(a\) stands for the fraction of the shell's Hartree-Fock interaction that is mixed into the functional. A global hybrid functional mixes in only exchange in this way; here the direct part is scaled as well. Its value is not constrained.

```lean
/-- The shell energy minus its double counting, scaled by the fraction `a`. -/
def correction (a U J : ℝ) (n : Matrix ι ι ℂ) : ℂ :=
  (a : ℂ) * (shellEnergy U J n - doubleCounting U J n)
```

Two more matrices are needed later. The first is the orbital potential

\[
V=a(U-J)\left(\tfrac12\mathbb 1-n\right),
\]

which is defined here and identified as a derivative below.

```lean
/-- The orbital potential `a (U - J) (1/2 - n)`. -/
def potential (a U J : ℝ) (n : Matrix ι ι ℂ) : Matrix ι ι ℂ :=
  ((a : ℂ) * ((U : ℂ) - J)) • ((1 / 2 : ℂ) • (1 : Matrix ι ι ℂ) - n)
```

The second is the uniform density matrix \(\bar n=(N/M)\mathbb 1\), which spreads the same \(N\) electrons evenly over all spin-orbitals.

```lean
/-- The uniformly occupied density matrix with the same electron number as `n`,
for a shell with at least one orbital. -/
def uniformDensity (n : Matrix ι ι ℂ) : Matrix ι ι ℂ :=
  (trace n / (Fintype.card ι : ℂ)) • (1 : Matrix ι ι ℂ)
```

## Contracting the deltas

For fixed \(i\) and \(j\), the \(U\) term sets \(k=i\), \(l=j\), and the \(J\) term sets \(k=j\), \(l=i\):

\[
\begin{aligned}
\sum_{kl}v_{ijkl}(n_{ki}n_{lj}-n_{li}n_{kj})
&=U(n_{ii}n_{jj}-n_{ji}n_{ij})+J(n_{ji}n_{ij}-n_{ii}n_{jj})\\
&=(U-J)(n_{ii}n_{jj}-n_{ij}n_{ji}).
\end{aligned}
\]

Exchanging two fermions changes the sign, so only \(U-J\) survives. Summing over \(i\) and \(j\) gives two traces:

\[
E[n]=\tfrac12(U-J)\left[(\operatorname{tr}n)^2-\operatorname{tr}n^2\right].
\]

In the proof, `h` is the contraction, `h1` and `h2` write the two traces as double sums, and `h3` takes the common factor out of the sum.

```lean
/-- The shell energy equals `(U - J)/2` times `(tr n)² - tr n²`. -/
theorem shellEnergy_eq (U J : ℝ) (n : Matrix ι ι ℂ) :
    shellEnergy U J n = ((U : ℂ) - J) / 2 * (trace n ^ 2 - trace (n * n)) := by
  -- the Kronecker deltas remove two of the four sums
  have h : ∀ i j : ι, ∑ k, ∑ l,
      interaction U J i j k l * (n k i * n l j - n l i * n k j)
        = ((U : ℂ) - J) * (n i i * n j j - n i j * n j i) := by
    intro i j
    simp only [interaction, add_mul, Finset.sum_add_distrib, mul_ite, ite_mul, mul_one,
      mul_zero, zero_mul, Finset.sum_ite_eq, Finset.mem_univ, if_true]
    ring
  have h1 : trace n ^ 2 = ∑ i, ∑ j, n i i * n j j := by
    simp only [sq, trace, diag_apply, Finset.sum_mul_sum]
  have h2 : trace (n * n) = ∑ i, ∑ j, n i j * n j i := by
    simp only [trace, diag_apply, mul_apply]
  have h3 : ∑ i, ∑ j, ((U : ℂ) - J) * (n i i * n j j - n i j * n j i)
      = ((U : ℂ) - J) * (∑ i, ∑ j, n i i * n j j - ∑ i, ∑ j, n i j * n j i) := by
    simp only [mul_sub, Finset.sum_sub_distrib, Finset.mul_sum]
  unfold shellEnergy
  simp only [h]
  rw [h3, h1, h2]
  ring
```

## Subtracting the double counting

Since \(N(N-1)=(\operatorname{tr}n)^2-\operatorname{tr}n\), the squared traces cancel:

\[
\Delta[n]=\tfrac a2(U-J)\left[(\operatorname{tr}n)^2-\operatorname{tr}n^2-(\operatorname{tr}n)^2+\operatorname{tr}n\right]
=\tfrac a2(U-J)\left(\operatorname{tr}n-\operatorname{tr}n^2\right).
\]

This is the simplified rotationally invariant DFT+U energy with effective parameter \(a(U-J)\), obtained for the two-parameter interaction and this double counting. The proof inserts the previous theorem and leaves the cancellation to `ring`.

```lean
/-- The scaled shell energy minus its fully localised double counting is the DFT+U term
`a (U - J) (tr n - tr n²) / 2`. -/
theorem correction_eq_dftU (a U J : ℝ) (n : Matrix ι ι ℂ) :
    correction a U J n
      = (a : ℂ) * ((U : ℂ) - J) * (trace n - trace (n * n)) / 2 := by
  unfold correction doubleCounting
  rw [shellEnergy_eq]
  ring
```

## Occupations, and why the rotation must be unitary

Let \(n=WDW^\dagger\) with \(D=\operatorname{diag}(f_i)\), real \(f_i\) and \(W^\dagger W=\mathbb 1\). Then

\[
\operatorname{tr}n=\operatorname{tr}(W^\dagger WD)=\sum_i f_i,\qquad
n^2=WD(W^\dagger W)DW^\dagger=WD^2W^\dagger,
\]

so \(\operatorname{tr}n^2=\sum_i f_i^2\) and

\[
\Delta[n]=\tfrac a2(U-J)\sum_i f_i(1-f_i).
\]

Each natural orbital contributes \(a\) times the one-orbital expression from the start.

Without the condition \(W^\dagger W=\mathbb 1\), which is the hypothesis `hW` in the code, the formula fails already for one orbital. Take \(W=2\) and \(f=1\). Then \(n=4\), and the correction is \(\tfrac a2(U-J)(4-16)=-6a(U-J)\), whereas the sum over \(f(1-f)\) is zero.

In the proof, `ht` is the invariance of the trace and `hsq` the formula for \(n^2\).

```lean
/-- If a unitary `W` brings the density matrix to diagonal form with occupations `f`,
the correction is `a (U - J) / 2` times the sum of `f (1 - f)`. -/
theorem correction_occupations (a U J : ℝ) (W : Matrix ι ι ℂ) (hW : Wᴴ * W = 1)
    (f : ι → ℝ) :
    correction a U J (W * diagonal (fun i => (f i : ℂ)) * Wᴴ)
      = (a : ℂ) * ((U : ℂ) - J) / 2 * ∑ i, (f i : ℂ) * (1 - (f i : ℂ)) := by
  -- traces do not see the rotation of the orbitals
  have ht : ∀ D : Matrix ι ι ℂ, trace (W * D * Wᴴ) = trace D := by
    intro D
    rw [Matrix.trace_mul_comm, ← Matrix.mul_assoc, hW, Matrix.one_mul]
  have hsq : ∀ D : Matrix ι ι ℂ,
      (W * D * Wᴴ) * (W * D * Wᴴ) = W * (D * D) * Wᴴ := by
    intro D
    calc (W * D * Wᴴ) * (W * D * Wᴴ) = W * D * (Wᴴ * W) * D * Wᴴ := by
          simp only [Matrix.mul_assoc]
      _ = W * (D * D) * Wᴴ := by
          rw [hW, Matrix.mul_one, Matrix.mul_assoc W D D]
  have hs : ∑ i, (f i : ℂ) * (1 - (f i : ℂ))
      = ∑ i, (f i : ℂ) - ∑ i, (f i : ℂ) * (f i : ℂ) := by
    simp only [mul_sub, mul_one, Finset.sum_sub_distrib]
  rw [correction_eq_dftU, hsq, ht, ht, diagonal_mul_diagonal, trace_diagonal,
    trace_diagonal, hs]
  ring
```

## First derivative and curvature

Change the density matrix along a fixed direction \(X\), with real \(t\). Because \(\operatorname{tr}(Xn)=\operatorname{tr}(nX)\),

\[
\operatorname{tr}(n+tX)^2=\operatorname{tr}n^2+2t\operatorname{tr}(nX)+t^2\operatorname{tr}X^2 .
\]

Inserting this into the DFT+U form gives

\[
\begin{aligned}
\Delta[n+tX]&=\Delta[n]+t\,a(U-J)\left[\tfrac12\operatorname{tr}X-\operatorname{tr}(nX)\right]-\tfrac{t^2}{2}a(U-J)\operatorname{tr}X^2\\
&=\Delta[n]+t\operatorname{tr}(VX)-\tfrac{t^2}{2}a(U-J)\operatorname{tr}X^2 .
\end{aligned}
\]

The expansion is exact. The second derivative in \(t\) is \(-a(U-J)\operatorname{tr}X^2\), which is negative for \(a(U-J)>0\) and Hermitian \(X\ne0\). Within this one-shell model, the correction therefore counteracts an energy that is too convex in the occupations; how convex a given functional is remains a separate question, on which the theorems are silent.

The proof follows the same order: `h1` expands the trace of the square and `h2` evaluates \(\operatorname{tr}(VX)\).

```lean
/-- Along `n + t X` the correction is exactly quadratic in `t`: its linear coefficient is
`tr (V X)` with `V` the orbital potential, its quadratic one `-a (U - J) tr X² / 2`. -/
theorem correction_expansion (a U J : ℝ) (n X : Matrix ι ι ℂ) (t : ℝ) :
    correction a U J (n + (t : ℂ) • X)
      = correction a U J n + (t : ℂ) * trace (potential a U J n * X)
        - (t : ℂ) ^ 2 * ((a : ℂ) * ((U : ℂ) - J) / 2 * trace (X * X)) := by
  have h1 : trace ((n + (t : ℂ) • X) * (n + (t : ℂ) • X))
      = trace (n * n) + 2 * (t : ℂ) * trace (n * X) + (t : ℂ) ^ 2 * trace (X * X) := by
    simp only [Matrix.add_mul, Matrix.mul_add, Matrix.smul_mul, Matrix.mul_smul,
      trace_add, trace_smul, smul_eq_mul]
    rw [Matrix.trace_mul_comm X n]
    ring
  have h2 : trace (potential a U J n * X)
      = (a : ℂ) * ((U : ℂ) - J) * (1 / 2 * trace X - trace (n * X)) := by
    simp only [potential, Matrix.smul_mul, Matrix.sub_mul, Matrix.one_mul,
      trace_smul, trace_sub, smul_eq_mul]
  rw [correction_eq_dftU, correction_eq_dftU, h1, h2, trace_add, trace_smul, smul_eq_mul]
  ring
```

At \(t=0\) the quadratic term has zero slope, so

\[
\left.\frac{d}{dt}\Delta[n+tX]\right|_{t=0}=\operatorname{tr}(VX).
\]

This holds for every direction \(X\), which identifies \(V\) as the potential that the correction adds to the orbital Hamiltonian. For \(a(U-J)>0\) it lowers a full orbital by \(a(U-J)/2\) and raises an empty one by the same amount.

The Lean statement `HasDerivAt` says that the derivative exists at 0 and has this value. The proof rewrites the function by the exact expansion and differentiates term by term.

```lean
/-- The derivative of the correction at `n` in the direction `X` is `tr (V X)` with
`V = a (U - J) (1/2 - n)`. -/
theorem correction_hasDerivAt (a U J : ℝ) (n X : Matrix ι ι ℂ) :
    HasDerivAt (fun t : ℝ => correction a U J (n + (t : ℂ) • X))
      (trace (potential a U J n * X)) 0 := by
  have ht : HasDerivAt (fun t : ℝ => (t : ℂ)) 1 0 := by
    simpa using (hasDerivAt_id (0 : ℝ)).ofReal_comp
  simp only [correction_expansion]
  have h := ((ht.mul_const (trace (potential a U J n * X))).const_add
    (correction a U J n)).fun_sub
    ((ht.fun_pow 2).mul_const ((a : ℂ) * ((U : ℂ) - J) / 2 * trace (X * X)))
  exact h.congr_deriv (by simp)
```

## Measuring from the uniform shell

An around-mean-field double counting subtracts the energy of the uniformly occupied shell. Write \(c=N/M\), so that \(\bar n=c\mathbb 1\) and \(\operatorname{tr}\bar n=cM=N\). The squared traces cancel again:

\[
E[n]-E[\bar n]=-\tfrac12(U-J)\left(\operatorname{tr}n^2-c^2M\right).
\]

The squared deviation has the same trace,

\[
\operatorname{tr}(n-\bar n)^2=\operatorname{tr}n^2-2cN+c^2M=\operatorname{tr}n^2-c^2M,
\]

and therefore

\[
E[n]-E[\bar n]=-\tfrac12(U-J)\operatorname{tr}(n-\bar n)^2 .
\]

For Hermitian \(n\) and \(U>J\) this is negative for any departure from even filling. The fully localised result with \(a=1\) is larger by \(\tfrac12(U-J)N(1-N/M)\), which depends only on \(N\). For a fixed number \(N\) of electrons in the shell, the two forms therefore favour the same density matrices; they differ in how the energy changes with \(N\). With a single orbital \(\bar n=n\), so \(E[n]-E[\bar n]=0\), whereas the fully localised form gives \(\tfrac12(U-J)N(1-N)\). The average runs over both spins together, and the factor \(a\) is left out.

The hypothesis `[Nonempty ι]` gives \(M\neq0\). The proof establishes the identity in `key` for any \(c\) with \(cM=N\), and then inserts \(c=N/M\).

```lean
/-- Measured from the uniformly occupied shell with the same electron number, the shell
energy is `-(U - J)/2` times the trace of the squared deviation of `n` from uniformity. -/
theorem shellEnergy_around_mean_field [Nonempty ι] (U J : ℝ) (n : Matrix ι ι ℂ) :
    shellEnergy U J n - shellEnergy U J (uniformDensity n)
      = -(((U : ℂ) - J) / 2)
        * trace ((n - uniformDensity n) * (n - uniformDensity n)) := by
  -- the only property of the mean occupation `c` that matters is `c M = N`
  have key : ∀ c : ℂ, c * (Fintype.card ι : ℂ) = trace n →
      shellEnergy U J n - shellEnergy U J (c • (1 : Matrix ι ι ℂ))
        = -(((U : ℂ) - J) / 2)
          * trace ((n - c • (1 : Matrix ι ι ℂ)) * (n - c • (1 : Matrix ι ι ℂ))) := by
    intro c hc
    rw [shellEnergy_eq, shellEnergy_eq]
    simp only [Matrix.sub_mul, Matrix.mul_sub, Matrix.smul_mul, Matrix.mul_smul,
      Matrix.one_mul, Matrix.mul_one, trace_sub, trace_smul, trace_one, smul_eq_mul]
    rw [← hc]
    ring
  have hM : (Fintype.card ι : ℂ) ≠ 0 := Nat.cast_ne_zero.mpr Fintype.card_ne_zero
  exact key _ (div_mul_cancel₀ _ hM)

end

end HubbardFromScaledExchange
```

```lean
#print axioms HubbardFromScaledExchange.correction_eq_dftU
#print axioms HubbardFromScaledExchange.correction_occupations
#print axioms HubbardFromScaledExchange.correction_hasDerivAt
#print axioms HubbardFromScaledExchange.shellEnergy_around_mean_field
```

```
'HubbardFromScaledExchange.correction_eq_dftU' depends on axioms: [propext, Classical.choice, Quot.sound]
'HubbardFromScaledExchange.correction_occupations' depends on axioms: [propext, Classical.choice, Quot.sound]
'HubbardFromScaledExchange.correction_hasDerivAt' depends on axioms: [propext, Classical.choice, Quot.sound]
'HubbardFromScaledExchange.shellEnergy_around_mean_field' depends on axioms: [propext, Classical.choice, Quot.sound]
```
